# Undamped polaron self-consistency never raises the energy for positive semidefinite coupling

Let $H$ be a Hermitian matrix on finitely many sites and $W$ a real symmetric one. For a state $\psi$ with site density $n_i=|\psi_i|^2$, put

$$E(\psi)=\langle\psi,H\psi\rangle-\tfrac12\langle n,Wn\rangle .$$

If $\psi$ is normalised and $\psi'$, with density $n'$, is a normalised lowest eigenvector of $H-\mathrm{diag}(Wn)$, then

$$E(\psi')\le E(\psi)-\tfrac12\langle n'-n,\,W(n'-n)\rangle .$$

When $W$ is positive semidefinite, the energy therefore cannot rise.

## A carrier in the well it digs

Consider one carrier coupled linearly to classical lattice displacements $x$, with energy

$$\langle\psi,H\psi\rangle-\langle x,Gn\rangle+\tfrac12\langle x,Kx\rangle,$$

where $G$ is a real coupling matrix and $K$ a symmetric positive definite stiffness matrix. At fixed density the lattice relaxes to $x=K^{-1}Gn$. Inserting this gives $E(\psi)$ with $W=G^{\mathsf T}K^{-1}G$, which is symmetric and positive semidefinite. These two conditions on $W$ thus stand for a harmonic, stable lattice.

The relaxed lattice acts on the carrier as the site potential $-Wn$. Self-consistency means that $\psi$ is a ground state in the potential made by its own density. The undamped iteration replaces $\psi$ by a ground state $\psi'$ in that potential, without mixing old and new densities.

## What the theorems say

In the Lean file, sites are the elements of a finite type `ι`, and amplitudes are complex, so Peierls phases in $H$ are allowed and real symmetric $H$ is a special case. The definitions `density`, `energy` and `meanField` are $n$, $E$ and $H-\mathrm{diag}(Wn)$. The function `expect` takes the real part of $\langle\psi,A\psi\rangle$, which loses nothing for Hermitian $A$. Normalisation is written as `∑ i, density ψ i = 1`.

`IsGroundState A φ` says that $\varphi$ is normalised and has a real eigenvalue that is least among the real eigenvalues of $A$. For Hermitian $A$ these are all the eigenvalues. Degeneracy is allowed.

- `energy_drop` is the displayed inequality; it needs $W$ symmetric but not positive.
- `energy_descent` adds `hpos`, the positivity of $\langle x,Wx\rangle$ for every real vector $x$. The energy then does not rise, and it falls strictly if $\psi$ is not self-consistent.
- `density_change_tendsto_zero` says, again for symmetric positive semidefinite $W$, that $\langle\Delta n,W\Delta n\rangle\to0$ along the iteration, where $\Delta n$ is the density change in one step. If $W$ is positive definite, then $\Delta n\to0$ as well. If $W$ is singular, this can fail despite the theorem's name: on two sites with $H=0$ and $W=0$, every normalised state is a ground state at each step, and the density may alternate forever.
- `repulsive_step_raises_energy` shows that symmetry of $W$ alone does not guarantee descent.

The model has one carrier, a classical lattice and an exact lowest eigenvector at each step. The theorems do not say that the states converge, or that a limit would be the global minimum.

## The derivation

**Variational principle.** Let $A$ be Hermitian with ground state $\varphi$ and lowest eigenvalue $\varepsilon$, and put $B=A-\varepsilon$. Take an orthonormal eigenbasis $Bu_j=\lambda_ju_j$. Each $\varepsilon+\lambda_j$ is an eigenvalue of $A$, so $\lambda_j\ge0$. For normalised $\psi=\sum_jc_ju_j$,

$$\langle\psi,A\psi\rangle-\varepsilon=\langle\psi,B\psi\rangle=\sum_j\lambda_j|c_j|^2\ge0 ,$$

and $\varepsilon=\langle\varphi,A\varphi\rangle$. If equality holds, every $\lambda_jc_j$ vanishes, so $B\psi=0$ and $\psi$ is itself a ground state.

**Energy identity.** Write $F=H-\mathrm{diag}(Wn)$. Since $\langle\chi,\mathrm{diag}(v)\chi\rangle=\sum_iv_i|\chi_i|^2$ for a real potential $v$,

$$\langle\psi',H\psi'\rangle=\langle\psi',F\psi'\rangle+\langle Wn,n'\rangle,\qquad
\langle\psi,H\psi\rangle=\langle\psi,F\psi\rangle+\langle Wn,n\rangle .$$

Put $\Delta_F=\langle\psi',F\psi'\rangle-\langle\psi,F\psi\rangle$. Using the symmetry of $W$,

$$\begin{aligned}
E(\psi')-E(\psi)&=\Delta_F+\langle n,Wn'\rangle-\langle n,Wn\rangle-\tfrac12\langle n',Wn'\rangle+\tfrac12\langle n,Wn\rangle\\
&=\Delta_F-\tfrac12\langle n'-n,W(n'-n)\rangle .
\end{aligned}$$

**Descent.** The variational principle for $F$ gives $\Delta_F\le0$, which is the main inequality. If $\psi$ is not a ground state of $F$, the equality case gives $\Delta_F<0$, and for positive semidefinite $W$ the descent is strict.

**Iteration.** A normalised state has $|\psi_i|\le1$ and $0\le n_i\le1$, hence

$$E(\psi)\ge-\sum_{i,j}|H_{ij}|-\tfrac12\sum_{i,j}|W_{ij}| .$$

Now let $W$ be positive semidefinite. Along the iteration $\psi_0,\psi_1,\dots$ with densities $n^{(k)}$, the energies never increase and are bounded below, so they converge. With $\Delta n=n^{(k+1)}-n^{(k)}$,

$$0\le\langle\Delta n,W\Delta n\rangle\le2\bigl(E(\psi_k)-E(\psi_{k+1})\bigr)\to0 .$$

**A repulsive example.** Take two sites, $H=0$, $W=-1$ and $\psi=(3/5,4/5)$. Then $n=(9/25,16/25)$ and $F=\mathrm{diag}(9/25,16/25)$, with ground state $\psi'=(1,0)$. The energy rises from $337/1250$ to $1/2$.

## One pass on a Holstein ring

For a ring of at least three sites with hopping $-t$, local coupling $g$ and spring constant $\kappa>0$, the matrix $W$ is $g^2/\kappa$ times the identity. One pass of the calculation sets $x_i=gn_i/\kappa$, builds the matrix with diagonal entries $-gx_i$ and entries $-t$ between neighbours, finds a normalised lowest eigenvector and squares the moduli of its entries to get $n'$. In this one-carrier model with classical displacements, the energy falls by at least

$$\frac{g^2}{2\kappa}\sum_i(n'_i-n_i)^2 .$$

## The file

```lean
import Mathlib

open Matrix Filter Topology

namespace PolaronSelfConsistency

noncomputable section

variable {ι : Type*} [Fintype ι] [DecidableEq ι]

/-- The site density `n_i = |ψ_i|²`. -/
def density (ψ : ι → ℂ) : ι → ℝ := fun i => Complex.normSq (ψ i)

/-- The real part of `⟨ψ, A ψ⟩`, which is the expectation value when `A` is Hermitian
and `ψ` is normalised. -/
def expect (A : Matrix ι ι ℂ) (ψ : ι → ℂ) : ℝ := (star ψ ⬝ᵥ A *ᵥ ψ).re

/-- The polaron energy `Re ⟨ψ, H ψ⟩ - ⟨n, W n⟩ / 2`; for Hermitian `H` the first term is already
real. -/
def energy (H : Matrix ι ι ℂ) (W : Matrix ι ι ℝ) (ψ : ι → ℂ) : ℝ :=
  expect H ψ - (density ψ ⬝ᵥ W *ᵥ density ψ) / 2

/-- The mean-field Hamiltonian `H - diag(W n)` of a carrier in the site potential made by the
density of `ψ`. -/
def meanField (H : Matrix ι ι ℂ) (W : Matrix ι ι ℝ) (ψ : ι → ℂ) : Matrix ι ι ℂ :=
  H - diagonal (fun i => (((W *ᵥ density ψ) i : ℝ) : ℂ))

/-- `φ` is a normalised eigenvector of `A` with a real eigenvalue that is the least
among the real eigenvalues of `A`. -/
def IsGroundState (A : Matrix ι ι ℂ) (φ : ι → ℂ) : Prop :=
  ∑ i, density φ i = 1 ∧ ∃ ε : ℝ, A *ᵥ φ = (ε : ℂ) • φ ∧
    ∀ (μ : ℝ) (χ : ι → ℂ), χ ≠ 0 → A *ᵥ χ = (μ : ℂ) • χ → ε ≤ μ

/-- Subtracting a real site potential `v` lowers the expectation value by `⟨v, n⟩`. -/
theorem expect_sub_diagonal (A : Matrix ι ι ℂ) (v : ι → ℝ) (ψ : ι → ℂ) :
    expect (A - diagonal (fun i => (v i : ℂ))) ψ = expect A ψ - v ⬝ᵥ density ψ := by
  have h : star ψ ⬝ᵥ (diagonal (fun i => (v i : ℂ)) *ᵥ ψ)
      = ((v ⬝ᵥ density ψ : ℝ) : ℂ) := by
    simp only [dotProduct, mulVec_diagonal, Pi.star_apply, density, Complex.ofReal_sum,
      Complex.ofReal_mul]
    refine Finset.sum_congr rfl fun i _ => ?_
    rw [Complex.normSq_eq_conj_mul_self, Complex.star_def]
    ring
  unfold expect
  rw [sub_mulVec, dotProduct_sub, Complex.sub_re, h, Complex.ofReal_re]

omit [Fintype ι] in
/-- A Hermitian matrix stays Hermitian when a real site potential is subtracted. -/
theorem isHermitian_sub_diagonal {A : Matrix ι ι ℂ} (hA : A.IsHermitian) (v : ι → ℝ) :
    (A - diagonal (fun i => (v i : ℂ))).IsHermitian := by
  refine hA.sub ?_
  change (diagonal (fun i => (v i : ℂ)))ᴴ = _
  rw [diagonal_conjTranspose]
  congr 1
  funext i
  exact Complex.conj_ofReal _

open scoped ComplexOrder in
/-- Variational principle with its equality case: for Hermitian `A`, no normalised state
lies below a ground state, and one that lies no higher is itself a ground state. -/
theorem variational {A : Matrix ι ι ℂ} (hA : A.IsHermitian) {φ ψ : ι → ℂ}
    (hφ : IsGroundState A φ) (hψ : ∑ i, density ψ i = 1) :
    expect A φ ≤ expect A ψ ∧ (expect A ψ ≤ expect A φ → IsGroundState A ψ) := by
  obtain ⟨hn, ε, hε, hmin⟩ := hφ
  have hB := isHermitian_sub_diagonal hA (fun _ => ε)
  have hmul : ∀ χ : ι → ℂ,
      (A - diagonal (fun _ => (ε : ℂ))) *ᵥ χ = A *ᵥ χ - (ε : ℂ) • χ := by
    intro χ
    rw [sub_mulVec]
    congr 1
    funext i
    rw [mulVec_diagonal]
    rfl
  -- all eigenvalues of `A - ε` are nonnegative
  have hpos : (A - diagonal (fun _ => (ε : ℂ))).PosSemidef := by
    refine hB.posSemidef_iff_eigenvalues_nonneg.mpr fun j => ?_
    change (0 : ℝ) ≤ hB.eigenvalues j
    have hv := hB.mulVec_eigenvectorBasis j
    rw [hmul] at hv
    have hle := hmin (ε + hB.eigenvalues j) (hB.eigenvectorBasis j).ofLp
      (fun h => hB.eigenvectorBasis.orthonormal.ne_zero j (WithLp.ofLp_injective 2 h)) (by
        funext i
        have hi := congrFun hv i
        simp only [Pi.sub_apply, Pi.smul_apply, smul_eq_mul, Complex.real_smul] at hi ⊢
        push_cast
        linear_combination hi)
    linarith
  have hshift : ∀ χ : ι → ℂ, ∑ i, density χ i = 1 →
      expect (A - diagonal (fun _ => (ε : ℂ))) χ = expect A χ - ε := by
    intro χ hχ
    rw [expect_sub_diagonal A (fun _ => ε) χ]
    simp only [dotProduct, ← Finset.mul_sum, hχ, mul_one]
  have h0 : expect (A - diagonal (fun _ => (ε : ℂ))) φ = 0 := by
    unfold expect
    rw [hmul, hε, sub_self, dotProduct_zero, Complex.zero_re]
  have h1 := Complex.le_def.mp (hpos.dotProduct_mulVec_nonneg ψ)
  have h2 : 0 ≤ expect (A - diagonal (fun _ => (ε : ℂ))) ψ := h1.1
  have h3 := hshift φ hn
  have h4 := hshift ψ hψ
  refine ⟨by linarith, fun hle => ⟨hψ, ε, ?_, hmin⟩⟩
  -- a vanishing quadratic form of a positive matrix means a null vector
  have hz : expect (A - diagonal (fun _ => (ε : ℂ))) ψ = 0 := by linarith
  have hnull := (hpos.dotProduct_mulVec_zero_iff ψ).mp (Complex.ext hz h1.2.symm)
  rw [hmul] at hnull
  exact sub_eq_zero.mp hnull

/-- For symmetric `W`, the energy difference of two states is the difference of their
mean-field expectation values minus half the `W`-form of the density change. -/
theorem energy_step (H : Matrix ι ι ℂ) {W : Matrix ι ι ℝ} (hW : W.IsSymm)
    (ψ ψ' : ι → ℂ) :
    energy H W ψ' = energy H W ψ
      + (expect (meanField H W ψ) ψ' - expect (meanField H W ψ) ψ)
      - ((density ψ' - density ψ) ⬝ᵥ W *ᵥ (density ψ' - density ψ)) / 2 := by
  have hs : density ψ ⬝ᵥ W *ᵥ density ψ' = (W *ᵥ density ψ) ⬝ᵥ density ψ' := by
    rw [dotProduct_mulVec, ← mulVec_transpose, hW.eq]
  unfold energy meanField
  rw [expect_sub_diagonal, expect_sub_diagonal, mulVec_sub, dotProduct_sub,
    sub_dotProduct, sub_dotProduct, hs, dotProduct_comm (W *ᵥ density ψ) (density ψ'),
    dotProduct_comm (W *ᵥ density ψ) (density ψ)]
  ring

/-- Main theorem: for Hermitian `H` and symmetric `W`, one undamped step from a normalised
`ψ` to a ground state `ψ'` of its mean-field Hamiltonian changes the energy by at most
`-⟨n' - n, W (n' - n)⟩ / 2`. -/
theorem energy_drop {H : Matrix ι ι ℂ} (hH : H.IsHermitian) {W : Matrix ι ι ℝ}
    (hW : W.IsSymm) {ψ ψ' : ι → ℂ} (hψ : ∑ i, density ψ i = 1)
    (hg : IsGroundState (meanField H W ψ) ψ') :
    energy H W ψ' ≤ energy H W ψ
      - ((density ψ' - density ψ) ⬝ᵥ W *ᵥ (density ψ' - density ψ)) / 2 := by
  have h1 := (variational (isHermitian_sub_diagonal hH _) hg hψ).1
  have h2 := energy_step H hW ψ ψ'
  unfold meanField at h2
  linarith

/-- For Hermitian `H` and symmetric positive semidefinite `W`, the undamped step from a
normalised `ψ` never raises the energy, and lowers it strictly unless `ψ` is a ground state
of its own mean-field Hamiltonian. -/
theorem energy_descent {H : Matrix ι ι ℂ} (hH : H.IsHermitian) {W : Matrix ι ι ℝ}
    (hW : W.IsSymm) (hpos : ∀ x : ι → ℝ, 0 ≤ x ⬝ᵥ W *ᵥ x) {ψ ψ' : ι → ℂ}
    (hψ : ∑ i, density ψ i = 1) (hg : IsGroundState (meanField H W ψ) ψ') :
    energy H W ψ' ≤ energy H W ψ ∧
      (¬ IsGroundState (meanField H W ψ) ψ → energy H W ψ' < energy H W ψ) := by
  have hd := hpos (density ψ' - density ψ)
  refine ⟨by linarith [energy_drop hH hW hψ hg], fun hns => ?_⟩
  have hv := (variational (isHermitian_sub_diagonal hH _) hg hψ).2
  have hlt := lt_of_not_ge fun hle => hns (hv hle)
  have h2 := energy_step H hW ψ ψ'
  unfold meanField at h2
  linarith

omit [DecidableEq ι] in
/-- The polaron energy is bounded below on normalised states. -/
theorem energy_bounded_below (H : Matrix ι ι ℂ) (W : Matrix ι ι ℝ) :
    ∃ C : ℝ, ∀ ψ : ι → ℂ, ∑ i, density ψ i = 1 → C ≤ energy H W ψ := by
  refine ⟨-(∑ i, ∑ j, ‖H i j‖) - (∑ i, ∑ j, |W i j|) / 2, fun ψ hψ => ?_⟩
  have h0 : ∀ i, 0 ≤ density ψ i := fun i => Complex.normSq_nonneg _
  have h1 : ∀ i, density ψ i ≤ 1 := fun i =>
    hψ ▸ Finset.single_le_sum (fun j _ => h0 j) (Finset.mem_univ i)
  have hn : ∀ i, ‖ψ i‖ ≤ 1 := by
    intro i
    have h := h1 i
    unfold density at h
    rw [Complex.normSq_eq_norm_sq] at h
    nlinarith [norm_nonneg (ψ i)]
  have hH : ‖star ψ ⬝ᵥ H *ᵥ ψ‖ ≤ ∑ i, ∑ j, ‖H i j‖ := by
    simp only [dotProduct, mulVec, Finset.mul_sum]
    refine (norm_sum_le _ _).trans (Finset.sum_le_sum fun i _ =>
      (norm_sum_le _ _).trans (Finset.sum_le_sum fun j _ => ?_))
    rw [norm_mul, norm_mul, Pi.star_apply, norm_star]
    exact (mul_le_mul (hn i) (mul_le_of_le_one_right (norm_nonneg _) (hn j))
      (by positivity) zero_le_one).trans_eq (one_mul _)
  have hW : density ψ ⬝ᵥ W *ᵥ density ψ ≤ ∑ i, ∑ j, |W i j| := by
    simp only [dotProduct, mulVec, Finset.mul_sum]
    refine Finset.sum_le_sum fun i _ => Finset.sum_le_sum fun j _ => ?_
    exact (mul_le_mul_of_nonneg_left
      (mul_le_mul_of_nonneg_right (le_abs_self _) (h0 j)) (h0 i)).trans
      ((mul_le_mul (h1 i) (mul_le_of_le_one_right (abs_nonneg _) (h1 j))
        (mul_nonneg (abs_nonneg _) (h0 j)) zero_le_one).trans_eq (one_mul _))
  have hre := (abs_le.mp (Complex.abs_re_le_norm (star ψ ⬝ᵥ H *ᵥ ψ))).1
  unfold energy expect
  linarith

/-- For Hermitian `H` and symmetric positive semidefinite `W`, the `W`-form of the density
change tends to zero along the undamped iteration from any normalised state. -/
theorem density_change_tendsto_zero {H : Matrix ι ι ℂ} (hH : H.IsHermitian)
    {W : Matrix ι ι ℝ} (hW : W.IsSymm) (hpos : ∀ x : ι → ℝ, 0 ≤ x ⬝ᵥ W *ᵥ x)
    (ψ : ℕ → ι → ℂ) (h0 : ∑ i, density (ψ 0) i = 1)
    (hstep : ∀ k, IsGroundState (meanField H W (ψ k)) (ψ (k + 1))) :
    Tendsto (fun k => (density (ψ (k + 1)) - density (ψ k)) ⬝ᵥ
      W *ᵥ (density (ψ (k + 1)) - density (ψ k))) atTop (𝓝 0) := by
  have hu : ∀ k, ∑ i, density (ψ k) i = 1 := by
    intro k
    cases k with
    | zero => exact h0
    | succ k => exact (hstep k).1
  have hanti : Antitone (fun k => energy H W (ψ k)) :=
    antitone_nat_of_succ_le fun k => (energy_descent hH hW hpos (hu k) (hstep k)).1
  obtain ⟨C, hC⟩ := energy_bounded_below H W
  have hbdd : BddBelow (Set.range fun k => energy H W (ψ k)) :=
    ⟨C, by rintro _ ⟨k, rfl⟩; exact hC _ (hu k)⟩
  -- the energies converge, so their successive differences vanish
  have hl := tendsto_atTop_ciInf hanti hbdd
  have hd : Tendsto (fun k => 2 * (energy H W (ψ k) - energy H W (ψ (k + 1))))
      atTop (𝓝 0) := by
    have h := (hl.sub (hl.comp (tendsto_add_atTop_nat 1))).const_mul 2
    rw [sub_self, mul_zero] at h
    exact h
  exact squeeze_zero (fun k => hpos _)
    (fun k => by linarith [energy_drop hH hW (hu k) (hstep k)]) hd

/-- On two sites with `H = 0` and the repulsive `W = -1`, the undamped step from
`(3/5, 4/5)` to the mean-field ground state `(1, 0)` raises the energy. -/
theorem repulsive_step_raises_energy :
    ∑ i, density ![3 / 5, 4 / 5] i = 1 ∧
    IsGroundState (meanField 0 (-1) ![3 / 5, 4 / 5]) ![1, 0] ∧
    energy 0 (-1) ![3 / 5, 4 / 5] < energy 0 (-1) ![1, 0] := by
  have hd : density ![3 / 5, 4 / 5] = ![9 / 25, 16 / 25] := by
    funext i
    fin_cases i <;> norm_num [density]
  have hd' : density ![1, 0] = ![1, 0] := by
    funext i
    fin_cases i <;> norm_num [density]
  have hF : meanField 0 (-1) ![3 / 5, 4 / 5]
      = diagonal (fun i => (((![9 / 25, 16 / 25] : Fin 2 → ℝ) i : ℝ) : ℂ)) := by
    rw [meanField, hd]
    refine Matrix.ext fun i j => ?_
    by_cases h : i = j
    · subst h
      simp [neg_mulVec]
    · simp [h]
  refine ⟨by rw [hd]; norm_num [Fin.sum_univ_two], ?_, ?_⟩
  · rw [hF]
    refine ⟨by rw [hd']; norm_num [Fin.sum_univ_two], 9 / 25, ?_, ?_⟩
    · funext i
      rw [mulVec_diagonal]
      fin_cases i <;> norm_num
    · intro μ χ hχ h
      by_contra hlt
      have hv : ∀ i, (9 / 25 : ℝ) ≤ (![9 / 25, 16 / 25] : Fin 2 → ℝ) i := by
        intro i
        fin_cases i <;> norm_num
      -- below both site energies only the zero vector solves the eigenvalue equation
      refine hχ (funext fun i => ?_)
      have hi := congrFun h i
      rw [mulVec_diagonal, Pi.smul_apply, smul_eq_mul, ← sub_eq_zero, ← sub_mul] at hi
      refine (mul_eq_zero.mp hi).resolve_left ?_
      rw [← Complex.ofReal_sub]
      exact Complex.ofReal_ne_zero.mpr
        (sub_pos.mpr ((lt_of_not_ge hlt).trans_le (hv i))).ne'
  · unfold energy expect
    rw [hd, hd']
    norm_num [neg_mulVec, dotProduct, Fin.sum_univ_two]

end

end PolaronSelfConsistency
```

```lean
#print axioms PolaronSelfConsistency.energy_drop
-- 'PolaronSelfConsistency.energy_drop' depends on axioms: [propext, Classical.choice, Quot.sound]
#print axioms PolaronSelfConsistency.energy_descent
-- 'PolaronSelfConsistency.energy_descent' depends on axioms: [propext, Classical.choice, Quot.sound]
#print axioms PolaronSelfConsistency.density_change_tendsto_zero
-- 'PolaronSelfConsistency.density_change_tendsto_zero' depends on axioms: [propext, Classical.choice, Quot.sound]
#print axioms PolaronSelfConsistency.repulsive_step_raises_energy
-- 'PolaronSelfConsistency.repulsive_step_raises_energy' depends on axioms: [propext, Classical.choice, Quot.sound]
```

## From the spectrum to the energy drop

`expect_sub_diagonal` evaluates the potential term, and `isHermitian_sub_diagonal` keeps the shifted matrices Hermitian. Both serve twice: for the constant shift $\varepsilon$ and for the mean-field potential $Wn$.

`variational` contains the spectral argument. Its hypothesis `hmin`, applied to the eigenvalue $\varepsilon+\lambda_j$, gives $\lambda_j\ge0$. The facts `h3` and `h4` translate expectation values of $B$ back to those of $A$, and `linarith` finishes the inequality.

`energy_step` is the identity. The symmetry of $W$ enters in `hs`, which moves $W$ from one density to the other; after the products are expanded, `ring` completes the square. `energy_drop` adds the variational inequality, and `energy_descent` adds positivity and the equality case.

`energy_bounded_below` estimates the two double sums term by term. In `density_change_tendsto_zero`, `tendsto_atTop_ciInf` gives convergence of the decreasing energies, and `squeeze_zero` is the final two-sided estimate. The repulsive example is computed entry by entry.

## `PosSemidef` as a bridge

The device that joins eigenvalues to expectation values is Mathlib's predicate `PosSemidef`, used for $B=A-\varepsilon$. The proof establishes it through `posSemidef_iff_eigenvalues_nonneg`, which asks only about the spectrum. It then draws two conclusions about an arbitrary vector, so the expansion in coefficients $c_j$ never has to be written in the file.

The first, `dotProduct_mulVec_nonneg`, gives $0\le\langle\psi,B\psi\rangle$ as an inequality between complex numbers. In the order opened by `ComplexOrder`, this means that the real part is nonnegative and the imaginary part is zero. `Complex.le_def` separates the two statements.

The second, `dotProduct_mulVec_zero_iff`, says that $\langle\psi,B\psi\rangle=0$ exactly when $B\psi=0$. It needs the complex number to vanish, whereas `expect` controls only its real part; the imaginary half of the first conclusion supplies the rest. This yields the equality case, and with it the strict descent.
